# For uncoupled, diagonalisable sites, the energies are exactly the sums of one-site energies

## Can an entangled eigenvector have an energy that is not a sum?

Take two spins, each with the matrix bX, where X is the Pauli matrix and b a field strength expressed as an energy (the magnetic moment is included in it). The vector u = (1, 1) satisfies bXu = bu, so

(bX ⊗ 1 + 1 ⊗ bX)(u ⊗ u) = bu ⊗ u + u ⊗ bu = 2b (u ⊗ u).

Here the energies add because each factor is an eigenvector of its own site's matrix. But the singlet |01⟩ − |10⟩ is also an eigenvector, with eigenvalue 0, and it is not a product. With many different sites, could such a state have an energy that is no sum of one-site energies?

## No: pairing with products of left eigenvectors excludes any other value

The singlet's 0 is b + (−b), and the same holds generally if each one-site matrix can be diagonalised.

Let site k have matrix hₖ and a nonzero vector uₖ with hₖuₖ = eₖuₖ. A configuration x picks one basis label xₖ per site. The product vector is

Ψ(x) = ∏ₖ uₖ(xₖ).

It is nonzero: choose each xₖ with uₖ(xₖ) ≠ 0. A tensor product of matrices Aₖ acts on it factor by factor, because a sum over configurations y of a product is a product of one-site sums:

∑_y ∏ₖ Aₖ(xₖ,yₖ) uₖ(yₖ) = ∏ₖ (Aₖuₖ)(xₖ).

With hⱼ at site j and identities elsewhere, the right side is eⱼΨ(x). Summing over j gives, for the total Hamiltonian H,

HΨ = (∑ⱼ eⱼ)Ψ.

For the other direction, let hₖUₖ = UₖDₖ with Uₖ invertible and Dₖ diagonal, with entries eₖ(xₖ); the energy now depends on the label. Put Vₖ = Uₖ⁻¹. Multiplying by Vₖ on both sides gives Vₖhₖ = DₖVₖ, so the rows of Vₖ are left eigenvectors. Their products L_x(y) = ∏ₖ Vₖ(xₖ,yₖ) satisfy

L_x H = (∑ₖ eₖ(xₖ)) L_x.

If Hv = Ev, evaluating L_x H v in two ways gives

(E − ∑ₖ eₖ(xₖ)) (L_x · v) = 0.

If E were none of the sums, every L_x · v would vanish. These numbers are the components of (⊗ₖVₖ)v, and applying ⊗ₖUₖ would give v = 0. So an eigenvector forces E to be a sum. Conversely, each sum occurs: take the product of the corresponding columns of the Uₖ.

In the Lean file, `ι` is the finite set of sites and `d k` the finite label set of site `k`, which may differ between sites. `prodVec u` is Ψ, `embed k A` puts `A` at site `k`, and `hamiltonian h` is H. Vectors are unnormalised, and `⬝ᵥ` involves no complex conjugation.

`product_eigenvector` is the additivity statement; it needs only one eigenvector per site, and the matrices need not be Hermitian. `eigenvalue_iff` describes the set of eigenvalues, assuming an invertible `U k` (`IsUnit`) that diagonalises `h k` (`hdiag`); if `h k` is Hermitian, such a `U k` always exists. The theorem says nothing about multiplicities, nor that eigenvectors are products.

```lean
import Mathlib

open Matrix

namespace NonInteractingSum

noncomputable section

variable {ι : Type*} [Fintype ι] [DecidableEq ι]
  {d : ι → Type*} [∀ k, Fintype (d k)] [∀ k, DecidableEq (d k)]

/-- The product vector, whose component at the configuration `x` is the product of the
one-site components `u k (x k)`. -/
def prodVec (u : ∀ k, d k → ℂ) : (∀ k, d k) → ℂ :=
  fun x => ∏ k, u k (x k)

/-- The tensor product of one-site matrices, one for each site. -/
def tensorOp (A : ∀ k, Matrix (d k) (d k) ℂ) : Matrix (∀ k, d k) (∀ k, d k) ℂ :=
  fun x y => ∏ k, A k (x k) (y k)

/-- The one-site operator `A` embedded at site `k`: the tensor product of `A` at site `k`
with identities at all other sites. -/
def embed (k : ι) (A : Matrix (d k) (d k) ℂ) : Matrix (∀ k, d k) (∀ k, d k) ℂ :=
  tensorOp (Function.update (fun j => (1 : Matrix (d j) (d j) ℂ)) k A)

/-- The non-interacting Hamiltonian: the sum over sites of the embedded one-site operators. -/
def hamiltonian (h : ∀ k, Matrix (d k) (d k) ℂ) : Matrix (∀ k, d k) (∀ k, d k) ℂ :=
  ∑ k, embed k (h k)

omit [DecidableEq ι] [(k : ι) → Fintype (d k)] [(k : ι) → DecidableEq (d k)] in
/-- A product vector is nonzero exactly when each of its one-site factors is nonzero. -/
theorem prodVec_ne_zero_iff (u : ∀ k, d k → ℂ) : prodVec u ≠ 0 ↔ ∀ k, u k ≠ 0 := by
  constructor
  · intro h k hk
    apply h
    ext x
    show ∏ j, u j (x j) = 0
    exact Finset.prod_eq_zero (Finset.mem_univ k) (by simp [hk])
  · intro h h0
    -- choose at each site a label where the factor does not vanish
    choose x hx using fun k => Function.ne_iff.mp (h k)
    exact Finset.prod_ne_zero_iff.mpr (fun k _ => hx k) (congrFun h0 x)

omit [(k : ι) → DecidableEq (d k)] in
/-- A tensor product of operators acts on a product vector factor by factor. -/
theorem tensorOp_mulVec (A : ∀ k, Matrix (d k) (d k) ℂ) (u : ∀ k, d k → ℂ) :
    tensorOp A *ᵥ prodVec u = prodVec (fun k => A k *ᵥ u k) := by
  ext x
  simp only [tensorOp, prodVec, mulVec, dotProduct, ← Finset.prod_mul_distrib]
  rw [Finset.prod_univ_sum, Fintype.piFinset_univ]

omit [(k : ι) → DecidableEq (d k)] in
/-- Tensor products of operators multiply site by site. -/
theorem tensorOp_mul (A B : ∀ k, Matrix (d k) (d k) ℂ) :
    tensorOp A * tensorOp B = tensorOp (fun k => A k * B k) := by
  ext x z
  -- each column of `tensorOp B` is a product vector
  exact congrFun (tensorOp_mulVec A (fun k i => B k i (z k))) x

omit [DecidableEq ι] [(k : ι) → Fintype (d k)] in
/-- The tensor product of the one-site identities is the identity. -/
theorem tensorOp_one : tensorOp (fun k => (1 : Matrix (d k) (d k) ℂ)) = 1 := by
  ext x y
  by_cases hxy : x = y
  · subst hxy
    simp [tensorOp]
  · obtain ⟨k, hk⟩ := Function.ne_iff.mp hxy
    rw [Matrix.one_apply_ne hxy]
    exact Finset.prod_eq_zero (Finset.mem_univ k) (Matrix.one_apply_ne hk)

/-- If the factor at site `k` satisfies `A u = e u`, the embedded operator multiplies the
whole product vector by `e`. -/
theorem embed_mulVec (k : ι) (A : Matrix (d k) (d k) ℂ) (u : ∀ k, d k → ℂ) (e : ℂ)
    (hA : A *ᵥ u k = e • u k) : embed k A *ᵥ prodVec u = e • prodVec u := by
  rw [embed, tensorOp_mulVec]
  ext x
  have key : ∀ j, (Function.update (fun j => (1 : Matrix (d j) (d j) ℂ)) k A j *ᵥ u j) (x j)
      = (if j = k then e else 1) * u j (x j) := by
    intro j
    by_cases hj : j = k
    · subst hj
      simp [hA]
    · simp [hj]
  simp only [prodVec, Pi.smul_apply, smul_eq_mul]
  rw [Finset.prod_congr rfl (fun j _ => key j), Finset.prod_mul_distrib]
  simp

/-- **Energies of non-interacting sites add.** If each `u k` is a nonzero vector with
`h k u k = e k u k`, the product vector is nonzero and is an eigenvector of the
non-interacting Hamiltonian with eigenvalue the sum of the `e k`. -/
theorem product_eigenvector (h : ∀ k, Matrix (d k) (d k) ℂ) (u : ∀ k, d k → ℂ) (e : ι → ℂ)
    (hu : ∀ k, u k ≠ 0) (he : ∀ k, h k *ᵥ u k = e k • u k) :
    prodVec u ≠ 0 ∧ hamiltonian h *ᵥ prodVec u = (∑ k, e k) • prodVec u := by
  refine ⟨(prodVec_ne_zero_iff u).mpr hu, ?_⟩
  have hsum : hamiltonian h *ᵥ prodVec u = ∑ k, embed k (h k) *ᵥ prodVec u := by
    ext x
    simp only [hamiltonian, mulVec, dotProduct, Matrix.sum_apply, Finset.sum_apply,
      Finset.sum_mul]
    exact Finset.sum_comm
  rw [hsum, Finset.sum_smul]
  exact Finset.sum_congr rfl (fun k _ => embed_mulVec k (h k) u (e k) (he k))

omit [(k : ι) → Fintype (d k)] in
/-- The transpose of a non-interacting Hamiltonian is the non-interacting Hamiltonian of the
transposed one-site operators. -/
theorem hamiltonian_transpose (h : ∀ k, Matrix (d k) (d k) ℂ) :
    (hamiltonian h)ᵀ = hamiltonian (fun k => (h k)ᵀ) := by
  rw [hamiltonian, hamiltonian, Matrix.transpose_sum]
  refine Finset.sum_congr rfl (fun k _ => ?_)
  ext x y
  refine Finset.prod_congr rfl (fun j _ => ?_)
  by_cases hj : j = k
  · subst hj
    simp
  · simp only [Function.update_of_ne hj]
    exact congrFun (congrFun Matrix.transpose_one (x j)) (y j)

/-- If each one-site operator is diagonalised by an invertible matrix `U k`, with eigenvalues
`e k`, then the eigenvalues of the non-interacting Hamiltonian are exactly the sums of
one-site eigenvalues, one taken from each site. -/
theorem eigenvalue_iff (h U : ∀ k, Matrix (d k) (d k) ℂ) (e : ∀ k, d k → ℂ)
    (hU : ∀ k, IsUnit (U k)) (hdiag : ∀ k, h k * U k = U k * diagonal (e k)) (E : ℂ) :
    (∃ v, v ≠ 0 ∧ hamiltonian h *ᵥ v = E • v) ↔ ∃ x : ∀ k, d k, E = ∑ k, e k (x k) := by
  choose V hV using fun k => (hU k).exists_left_inv
  have hUV : ∀ k, U k * V k = 1 := fun k => mul_eq_one_comm.mp (hV k)
  constructor
  · rintro ⟨v, hv, hE⟩
    by_contra hne
    -- the rows of the inverse matrices are left eigenvectors
    have hrow : ∀ k, V k * h k = diagonal (e k) * V k := by
      intro k
      calc V k * h k = V k * (h k * U k) * V k := by
            rw [Matrix.mul_assoc, Matrix.mul_assoc, hUV k, Matrix.mul_one]
        _ = diagonal (e k) * V k := by
            rw [hdiag k, ← Matrix.mul_assoc, hV k, Matrix.one_mul]
    -- if `E` is none of the sums, `v` pairs to zero with every product of such rows
    have hzero : tensorOp V *ᵥ v = 0 := by
      ext x
      have hx : ∀ k, V k (x k) ≠ 0 := by
        intro k h0
        have h1 := congrFun (congrFun (hV k) (x k)) (x k)
        rw [Matrix.mul_apply, Matrix.one_apply_eq] at h1
        simp [h0] at h1
      have hl := (product_eigenvector (fun k => (h k)ᵀ) (fun k => V k (x k))
        (fun k => e k (x k)) hx (fun k => by
          ext j
          have h1 := congrFun (congrFun (hrow k) (x k)) j
          rw [Matrix.diagonal_mul] at h1
          rw [Matrix.mulVec_transpose]
          exact h1)).2
      rw [← hamiltonian_transpose, Matrix.mulVec_transpose] at hl
      have h1 := Matrix.dotProduct_mulVec (prodVec (fun k => V k (x k))) (hamiltonian h) v
      rw [hE, hl, dotProduct_smul, smul_dotProduct, smul_eq_mul, smul_eq_mul] at h1
      have h2 : (E - ∑ k, e k (x k)) * (prodVec (fun k => V k (x k)) ⬝ᵥ v) = 0 := by
        linear_combination h1
      exact (mul_eq_zero.mp h2).resolve_left (fun h0 => hne ⟨x, sub_eq_zero.mp h0⟩)
    apply hv
    calc v = (tensorOp U * tensorOp V) *ᵥ v := by
          simp only [tensorOp_mul, hUV, tensorOp_one, Matrix.one_mulVec]
      _ = 0 := by rw [← Matrix.mulVec_mulVec, hzero, Matrix.mulVec_zero]
  · rintro ⟨x, rfl⟩
    -- the product of the chosen columns is the required eigenvector
    refine ⟨prodVec (fun k i => U k i (x k)), product_eigenvector h _ _ ?_ ?_⟩
    · intro k h0
      have hz : ∀ i, U k i (x k) = 0 := fun i => congrFun h0 i
      have h1 := congrFun (congrFun (hV k) (x k)) (x k)
      rw [Matrix.mul_apply, Matrix.one_apply_eq] at h1
      simp [hz] at h1
    · intro k
      ext i
      have h1 := congrFun (congrFun (hdiag k) i) (x k)
      rw [Matrix.mul_diagonal] at h1
      exact h1.trans (mul_comm _ _)

/-- For `N` two-level sites, each with the matrix `b` times Pauli X, the product of the
vectors `(1, 1)` is nonzero and is an eigenvector with eigenvalue `N b`. -/
theorem transverse_field_witness (N : ℕ) (b : ℂ) :
    prodVec (d := fun _ : Fin N => Fin 2) (fun _ => ![1, 1]) ≠ 0 ∧
    hamiltonian (d := fun _ : Fin N => Fin 2) (fun _ => !![0, b; b, 0]) *ᵥ
        prodVec (d := fun _ : Fin N => Fin 2) (fun _ => ![1, 1])
      = ((N : ℂ) * b) • prodVec (d := fun _ : Fin N => Fin 2) (fun _ => ![1, 1]) := by
  have hs : ∑ _k : Fin N, b = (N : ℂ) * b := by simp
  rw [← hs]
  refine product_eigenvector (d := fun _ : Fin N => Fin 2) _ _ (fun _ => b) ?_ ?_
  · intro k h0
    have h1 := congrFun h0 (0 : Fin 2)
    simp at h1
  · intro k
    ext i
    fin_cases i <;> simp [Matrix.mulVec, dotProduct, Fin.sum_univ_succ]

end

end NonInteractingSum
```

```lean
#print axioms NonInteractingSum.eigenvalue_iff
```

```
'NonInteractingSum.eigenvalue_iff' depends on axioms: [propext, Classical.choice, Quot.sound]
```

`prodVec_ne_zero_iff` makes the choice of labels with `choose`. `tensorOp_mulVec` exchanges sum and product through `Finset.prod_univ_sum`. `tensorOp_mul` follows by reading each column of `tensorOp B` as a product vector, and `tensorOp_one` treats the identities.

In `embed_mulVec`, `key` states that site `k` contributes a factor `e` and every other site a factor 1. `product_eigenvector` then sums over sites.

`hamiltonian_transpose` turns left eigenvectors into right eigenvectors of the transposed matrices, so that `product_eigenvector` applies to them too. Inside `eigenvalue_iff`, `hrow` is Vₖhₖ = DₖVₖ and `hzero` is the vanishing of all pairings; the closing `calc` recovers v = 0.

`transverse_field_witness` extends the first example to `N` spins, with eigenvalue Nb. The normalised one-site vector is (1, 1)/√2.

What the hypotheses leave to you is the physical judgement that the real Hamiltonian is a sum of one-site terms, with no coupling. For finite, non-interacting fragments treated as distinguishable sites, this additivity is what size consistency asks an approximate electronic-structure method to reproduce.
